# Bounding the energy of the part of an orbital projector inside an invariant subspace

In a finite-dimensional one-particle space, `P` and `Q` are orbital projectors (Hermitian idempotent matrices), which need not commute with each other, and `F` is a complex matrix that commutes with `P` and need not be Hermitian. The real part of the expectation value of `F` is assumed to lie between `a` and `b` for every normalised orbital in the range of `P`. The theorem `EnergyWindow.trace_bounds` concludes that the real part of tr(FPQ), the energy of the part of `Q` inside `P`, lies between `a` and `b` times the weight tr(PQ). The proof writes both traces as sums over the columns of `PQ`, which lie in the range of `P`, and applies the assumed bounds to each column.

The failing Lean file:

```lean
import Mathlib

open Matrix

namespace ProjectorEmbeddingEnergy

noncomputable section

variable {n : Type*} [Fintype n] [DecidableEq n]

/-- An orbital projector is a Hermitian idempotent matrix. -/
structure IsOrbitalProjector (D : Matrix n n ℂ) : Prop where
  herm : Dᴴ = D
  idem : D * D = D

/-- The real part of the quadratic form of `F` in the orbital `x`. -/
def expect (F : Matrix n n ℂ) (x : n → ℂ) : ℝ := (star x ⬝ᵥ F *ᵥ x).re

/-- For every `x` in the range of `P`, the real part of the quadratic form of `F` lies between `a`
and `b` times the squared norm of `x`. -/
def EnergyWindow (F P : Matrix n n ℂ) (a b : ℝ) : Prop :=
  ∀ x : n → ℂ, P *ᵥ x = x →
    a * (star x ⬝ᵥ x).re ≤ expect F x ∧ expect F x ≤ b * (star x ⬝ᵥ x).re

omit [DecidableEq n] in
/-- The real part of the trace of `Aᴴ F A` is the sum of `expect F` over the columns of `A`. -/
theorem trace_columns (F A : Matrix n n ℂ) :
    (Aᴴ * F * A).trace.re = ∑ i, expect F (fun k => A k i) := by
  rw [Matrix.mul_assoc]
  simp only [Matrix.trace, Matrix.diag_apply, expect, Complex.re_sum, Matrix.mul_apply,
    dotProduct, Matrix.mulVec, Matrix.conjTranspose_apply, Pi.star_apply]

/-- If `F` commutes with `P` and has the energy window `[a, b]` there, the energy of the part
of `Q` inside `P` lies between `a` and `b` times its weight. -/
theorem EnergyWindow.trace_bounds {F P Q : Matrix n n ℂ} {a b : ℝ}
    (hW : EnergyWindow F P a b) (hP : IsOrbitalProjector P) (hQ : IsOrbitalProjector Q)
    (hF : F * P = P * F) :
    a * (P * Q).trace.re ≤ (F * P * Q).trace.re ∧
      (F * P * Q).trace.re ≤ b * (P * Q).trace.re := by
  -- cyclicity and idempotency bring the trace to the form `Aᴴ G A` with `A = P Q`
  have key : ∀ G : Matrix n n ℂ, G * P = P * G →
      (G * P * Q).trace = ((P * Q)ᴴ * G * (P * Q)).trace := by
    intro G hG
    have e1 : (P * Q)ᴴ * G * (P * Q) = Q * (P * G * P * Q) := by
      rw [conjTranspose_mul, hP.herm, hQ.herm]
      simp only [Matrix.mul_assoc]
    have e2 : P * G * P * Q * Q = G * P * Q := by
      rw [mul_assoc (P * G * P), hQ.idem, ← hG, mul_assoc G P P, hP.idem]
    rw [e1, Matrix.trace_mul_comm, e2]
  have hx : ∀ i, P *ᵥ (fun k => (P * Q) k i) = fun k => (P * Q) k i := by
    intro i
    have hA : P * (P * Q) = P * Q := by rw [← mul_assoc, hP.idem]
    ext k
    exact congrArg (fun B : Matrix n n ℂ => B k i) hA
  have h1 : (P * Q).trace.re =
      ∑ i, (star (fun k => (P * Q) k i) ⬝ᵥ (fun k => (P * Q) k i)).re := by
    have h := key 1 (by rw [one_mul, mul_one])
    rw [one_mul] at h
    rw [h, trace_columns]
    simp only [expect, Matrix.one_mulVec]
  rw [key F hF, trace_columns, h1, Finset.mul_sum, Finset.mul_sum]
  exact ⟨Finset.sum_le_sum fun i _ => (hW _ (hx i)).1,
    Finset.sum_le_sum fun i _ => (hW _ (hx i)).2⟩

end

end ProjectorEmbeddingEnergy
```

Compiling this gives:

```
Main.lean:49:35: error: Tactic `rewrite` failed: Did not find an occurrence of the pattern
  P * G * P * Q * Q
in the target expression
  (Q * (G * P)).trace = (Q * (P * G * P * Q)).trace

n : Type u_1
inst✝¹ : Fintype n
inst✝ : DecidableEq n
F P Q : Matrix n n ℂ
a b : ℝ
hW : EnergyWindow F P a b
hP : IsOrbitalProjector P
hQ : IsOrbitalProjector Q
hF : F * P = P * F
G : Matrix n n ℂ
hG : G * P = P * G
e1 : (P * Q)ᴴ * G * (P * Q) = Q * (P * G * P * Q)
e2 : P * G * P * Q * Q = G * P * Q
⊢ (Q * (G * P)).trace = (Q * (P * G * P * Q)).trace
```

This version goes through:

```diff
@@ -47,5 +47,5 @@
     have e2 : P * G * P * Q * Q = G * P * Q := by
       rw [mul_assoc (P * G * P), hQ.idem, ← hG, mul_assoc G P P, hP.idem]
-    rw [e1, Matrix.trace_mul_comm, e2]
+    rw [e1, Matrix.trace_mul_comm Q, e2]
   have hx : ∀ i, P *ᵥ (fun k => (P * Q) k i) = fun k => (P * Q) k i := by
     intro i
```

What went wrong. The error is in the auxiliary statement `key`, which rewrites the trace of `G * P * Q`. After `rw [e1]` the goal has a trace of a product on each side, `(G * P * Q).trace` on the left and `(Q * (P * G * P * Q)).trace` on the right. `Matrix.trace_mul_comm` without arguments fits either one, and `rw` took the left, turning it into `(Q * (G * P)).trace`. The right side, where the cyclic step was needed, stayed as it was, so the product `P * G * P * Q * Q` that `e2` rewrites never appeared, and Lean reports that it cannot find this pattern.

The repair gives the lemma its first factor, `Matrix.trace_mul_comm Q`. Now only a trace of a product that begins with the factor `Q` fits. The left side is read as `(G * P) * Q`, so it no longer matches, and the right side becomes `(P * G * P * Q * Q).trace`. Then `e2` reduces this to `(G * P * Q).trace`, the same as the left side, and `rw` closes the goal by reflexivity.
